# A random walk on a ring spreads evenly exactly when every nonzero Fourier mode of its step distribution has modulus below one

A particle sits on one of two sites. At each tick of a clock it changes site with probability a and stays with probability 1 − a. If it starts at site 0, the probability of finding it there after n ticks is

    Pₙ(0) = ½ + ½ (1 − 2a)ⁿ.

For 0 < a < 1 the second term dies out and both sites end up equally occupied. For a = 0 the particle never leaves, and for a = 1 it alternates for ever. The number 1 − 2a is the one nonzero Fourier mode of the step distribution, and its modulus decides the outcome. Here and below, a "nonzero mode" is one whose index k is nonzero, whatever its value.

On a ring of N sites there are N − 1 such modes, and the same criterion applies to each. In Monte Carlo practice this is the question of whether a sampler with translation-invariant moves on a finite ring, and a uniform target, forgets its starting point.

## The walk and its modes

The sites are the elements of `ZMod N`, the integers modulo N. The assumption `NeZero N` means N ≥ 1.

```lean
import Mathlib

open Filter Topology ZMod

namespace RingWalkMixing

noncomputable section

variable {N : ℕ} [NeZero N]
```

Let p(y) be the probability of a step by y, and Pₙ(x) the occupation of site x after n steps. To arrive at x by a last step y, the walker must have been at x − y:

    P₀(x) = 1 if x = 0, and 0 otherwise
    Pₙ₊₁(x) = ∑_y p(y) Pₙ(x − y)

This recursion is the definition of `walk`. No probability space appears, so identifying `walk p n` with the statistics of a real particle is a physical step, justified if the jumps are independent and follow the same p at every site and every tick.

```lean
/-- Distribution after `n` independent steps with step weights `p`, for a walker that
starts at site `0` of a ring of `N` sites. -/
def walk (p : ZMod N → ℝ) : ℕ → ZMod N → ℝ
  | 0 => fun x => if x = 0 then 1 else 0
  | n + 1 => fun x => ∑ y, p y * walk p n (x - y)
```

Write e(j) = exp(2πi j/N), which is Mathlib's `stdAddChar`. The Fourier mode, called `mode p k` in the code and p̂(k) here, is

    p̂(k) = ∑_x p(x) e(−kx),

with no prefactor. The factor 1/N therefore belongs to the inverse transform.

```lean
/-- Fourier mode `k` of a real function on the ring. -/
def mode (p : ZMod N → ℝ) (k : ZMod N) : ℂ :=
  ∑ x, (p x : ℂ) * stdAddChar (-(k * x))
```

`Mixes p` says that Pₙ(x) → 1/N at every site. It is a statement about the limit and sets no mixing time.

```lean
/-- The walk mixes: the occupation of every site tends to `1 / N`. -/
def Mixes (p : ZMod N → ℝ) : Prop :=
  ∀ x, Tendsto (fun n => walk p n x) atTop (𝓝 (1 / (N : ℝ)))
```

## One step multiplies each mode by p̂(k)

Insert the recursion into the mode of Pₙ₊₁ and split the phase as e(−kx) = e(−ky) e(−k(x − y)):

    P̂ₙ₊₁(k) = ∑_y p(y) e(−ky) ∑_x Pₙ(x − y) e(−k(x − y)) = p̂(k) P̂ₙ(k)

Since P̂₀(k) = 1, it follows that P̂ₙ(k) = p̂(k)ⁿ. The proof is an induction on n. `Finset.sum_comm` exchanges the two sums, and `Equiv.subRight y` shifts the summation site by the last step.

```lean
/-- After `n` steps the Fourier mode `k` of the walker's distribution is the `n`-th power
of the mode `k` of the step weights. -/
theorem mode_walk (p : ZMod N → ℝ) (n : ℕ) (k : ZMod N) :
    mode (walk p n) k = mode p k ^ n := by
  induction n with
  | zero =>
    unfold mode
    rw [Finset.sum_eq_single (0 : ZMod N)]
    · simp [walk]
    · intro b _ hb
      simp [walk, hb]
    · simp
  | succ n ih =>
    rw [pow_succ', ← ih]
    calc mode (walk p (n + 1)) k
        = ∑ x, ∑ y, (p y : ℂ) * (walk p n (x - y) : ℂ) * stdAddChar (-(k * x)) := by
          simp only [mode, walk, Complex.ofReal_sum, Complex.ofReal_mul, Finset.sum_mul]
      _ = ∑ y, ∑ x, (p y : ℂ) * (walk p n (x - y) : ℂ) * stdAddChar (-(k * x)) :=
          Finset.sum_comm
      _ = ∑ y, ((p y : ℂ) * stdAddChar (-(k * y))) * mode (walk p n) k := by
          refine Finset.sum_congr rfl fun y _ => ?_
          rw [mode, Finset.mul_sum]
          -- shift the summation site by the last step
          refine Fintype.sum_equiv (Equiv.subRight y) _ _ fun x => ?_
          have h : (stdAddChar (-(k * x)) : ℂ)
              = stdAddChar (-(k * y)) * stdAddChar (-(k * (x - y))) := by
            rw [← AddChar.map_add_eq_mul]
            congr 1
            ring
          rw [Equiv.subRight_apply, h]
          ring
      _ = mode p k * mode (walk p n) k := by
          rw [← Finset.sum_mul]
          rfl
```

## Recovering the occupation from the modes

For any real function f on the ring,

    ∑_k f̂(k) e(kx) = ∑_y f(y) ∑_k e(k(x − y)) = N f(x),

because the inner sum is N for y = x and zero otherwise.

That orthogonality comes from `AddChar.sum_mulShift`. For a primitive character ψ on a finite ring (in the algebraic sense), the lemma evaluates the sum of ψ(x·b) over all x: it is the number of elements if b = 0, and zero if b ≠ 0. Primitive means that x ↦ ψ(x·b) is not constantly 1 for any b ≠ 0, and `isPrimitive_stdAddChar N` supplies this for e. The reason for the zero is short. If S is the sum and a is an element with ψ(a·b) ≠ 1, shifting x by a gives S = ψ(a·b) S, hence S = 0. N need not be prime. The lemma is used again below, to show that the modes of the uniform distribution vanish for k ≠ 0.

```lean
/-- Fourier inversion on the ring: the modes of a real function, each multiplied by its phase at
`x`, add up to `N` times the value of the function at `x`. -/
theorem sum_mode (f : ZMod N → ℝ) (x : ZMod N) :
    ∑ k, mode f k * stdAddChar (k * x) = (N : ℂ) * f x := by
  calc ∑ k, mode f k * stdAddChar (k * x)
      = ∑ k, ∑ y, (f y : ℂ) * stdAddChar (k * (x - y)) := by
        refine Finset.sum_congr rfl fun k _ => ?_
        rw [mode, Finset.sum_mul]
        refine Finset.sum_congr rfl fun y _ => ?_
        rw [mul_assoc, ← AddChar.map_add_eq_mul]
        congr 2
        ring
    _ = ∑ y, (f y : ℂ) * ∑ k, stdAddChar (k * (x - y)) := by
        rw [Finset.sum_comm]
        simp only [Finset.mul_sum]
    _ = (N : ℂ) * f x := by
        simp only [AddChar.sum_mulShift _ (isPrimitive_stdAddChar N)]
        rw [Finset.sum_eq_single x]
        · simp [ZMod.card, mul_comm]
        · intro b _ hb
          simp [sub_eq_zero, hb.symm]
        · simp
```

## The distance from uniform occupation

If the weights add up to one, then p̂(0) = 1, and the zero mode contributes exactly 1/N to every site. What remains is

    Pₙ(x) − 1/N = (1/N) ∑_{k≠0} p̂(k)ⁿ e(kx).

Phases have modulus one, so the triangle inequality gives

    |Pₙ(x) − 1/N| ≤ (1/N) ∑_{k≠0} |p̂(k)|ⁿ.

In the code, `Finset.add_sum_erase` separates the zero mode and `norm_sum_le` is the triangle inequality.

```lean
/-- For step weights of total one, the deviation from uniform occupation after `n` steps is at most
`1 / N` times the sum of `‖mode p k‖ ^ n` over all `k ≠ 0`. -/
theorem deviation_le {p : ZMod N → ℝ} (hsum : ∑ x, p x = 1) (n : ℕ) (x : ZMod N) :
    |walk p n x - 1 / (N : ℝ)|
      ≤ 1 / (N : ℝ) * ∑ k ∈ Finset.univ.erase (0 : ZMod N), ‖mode p k‖ ^ n := by
  have hN : (N : ℂ) ≠ 0 := Nat.cast_ne_zero.2 (NeZero.ne N)
  have h0 : mode p 0 = 1 := by
    simp [mode, ← Complex.ofReal_sum, hsum]
  have h := sum_mode (walk p n) x
  -- the zero mode carries the uniform part
  rw [← Finset.add_sum_erase _ _ (Finset.mem_univ (0 : ZMod N))] at h
  simp only [mode_walk, h0, one_pow, zero_mul, AddChar.map_zero_eq_one, mul_one] at h
  have hdev : ((walk p n x - 1 / (N : ℝ) : ℝ) : ℂ) = 1 / (N : ℂ) *
      ∑ k ∈ Finset.univ.erase (0 : ZMod N), mode p k ^ n * stdAddChar (k * x) := by
    push_cast
    rw [eq_sub_of_add_eq' h]
    field_simp
  rw [← Real.norm_eq_abs, ← Complex.norm_real, hdev, norm_mul, norm_div, norm_one,
    Complex.norm_natCast]
  gcongr
  refine (norm_sum_le _ _).trans (le_of_eq (Finset.sum_congr rfl fun k _ => ?_))
  rw [norm_mul, norm_pow, AddChar.norm_apply, mul_one]
```

Take three sites and hops of +1 or −1 with probability ½ each. Both nonzero modes equal cos(2π/3) = −½, so

    Pₙ(0) = 1/3 + (2/3)(−½)ⁿ,

which gives 1, 0, 1/2, 1/4, 3/8 for n = 0 to 4. Stepping the recursion directly gives the same numbers. At site 0 the bound is attained, since it equals (2/3)(½)ⁿ.

## The spectral criterion

If every nonzero mode has modulus below one, the bound is a finite sum of terms that tend to zero, and `squeeze_zero` concludes that the walk mixes.

Conversely, suppose the walk mixes. Each mode is a finite sum over sites, so P̂ₙ(k) tends to the corresponding mode of the uniform distribution, which is zero for k ≠ 0. Hence p̂(k)ⁿ → 0. If |p̂(k)| were at least one, every power would have modulus at least one, and `ge_of_tendsto'` would carry that inequality to the limit, giving 1 ≤ 0.

The theorem assumes only that the real weights have total one; they may be negative, although the reading as a walk then lapses. For N = 1 there is no nonzero k and the condition holds trivially.

```lean
/-- For step weights of total one, the walk on the ring mixes exactly when every Fourier mode of the
step weights with index `k ≠ 0` has modulus below one. -/
theorem mixes_iff_norm_mode_lt_one {p : ZMod N → ℝ} (hsum : ∑ x, p x = 1) :
    Mixes p ↔ ∀ k, k ≠ 0 → ‖mode p k‖ < 1 := by
  constructor
  · intro h k hk
    have hlim : Tendsto (fun n => mode (walk p n) k) atTop
        (𝓝 (∑ x : ZMod N, ((1 / (N : ℝ) : ℝ) : ℂ) * stdAddChar (-(k * x)))) :=
      tendsto_finsetSum _ fun x _ =>
        ((Complex.continuous_ofReal.tendsto _).comp (h x)).mul_const _
    -- the modes of the uniform distribution vanish for `k ≠ 0`
    have hz : ∑ x : ZMod N, (stdAddChar (-(k * x)) : ℂ) = 0 := by
      have := AddChar.sum_mulShift (-k) (isPrimitive_stdAddChar N)
      simpa [hk, mul_comm] using this
    rw [← Finset.mul_sum, hz, mul_zero] at hlim
    simp only [mode_walk] at hlim
    by_contra hge
    have h1 : (1 : ℝ) ≤ ‖(0 : ℂ)‖ := ge_of_tendsto' hlim.norm fun n => by
      rw [norm_pow]
      exact one_le_pow₀ (not_lt.1 hge)
    norm_num at h1
  · intro h x
    have hlim := (tendsto_finsetSum (Finset.univ.erase (0 : ZMod N)) fun k hk =>
      tendsto_pow_atTop_nhds_zero_of_lt_one (norm_nonneg (mode p k))
        (h k (Finset.ne_of_mem_erase hk))).const_mul (1 / (N : ℝ))
    rw [Finset.sum_const_zero, mul_zero] at hlim
    exact tendsto_iff_norm_sub_tendsto_zero.2
      (squeeze_zero (fun _ => norm_nonneg _) (fun n => deviation_le hsum n x) hlim)
```

## Modulus one means that all steps agree in phase

A step x multiplies mode k by the phase u(x) = e(−kx), and p̂(k) is the mean of these phases. Expanding the square and using |u(x)| = 1,

    ∑_x p(x) |u(x) − p̂(k)|² = 1 + |p̂(k)|² − 2|p̂(k)|² = 1 − |p̂(k)|².

If no p(x) is negative, the left side is the variance of the phase factor u. Lean does the expansion in real and imaginary parts: `hterm` treats a single site, and the sums are then collected.

```lean
/-- For step weights of total one, `1 - ‖mode p k‖ ^ 2` is the weighted sum of the squared distances
between the phase factors of the steps and `mode p k`. For nonnegative weights this is the variance
of the phase factor. -/
theorem one_sub_norm_mode_sq {p : ZMod N → ℝ} (hsum : ∑ x, p x = 1) (k : ZMod N) :
    1 - ‖mode p k‖ ^ 2 = ∑ x, p x * ‖stdAddChar (-(k * x)) - mode p k‖ ^ 2 := by
  have hre : (mode p k).re = ∑ x, p x * (stdAddChar (-(k * x)) : ℂ).re := by
    simp [mode]
  have him : (mode p k).im = ∑ x, p x * (stdAddChar (-(k * x)) : ℂ).im := by
    simp [mode]
  have hterm : ∀ x, p x * ‖stdAddChar (-(k * x)) - mode p k‖ ^ 2
      = p x * (1 + (mode p k).re ^ 2 + (mode p k).im ^ 2)
        - 2 * (mode p k).re * (p x * (stdAddChar (-(k * x)) : ℂ).re)
        - 2 * (mode p k).im * (p x * (stdAddChar (-(k * x)) : ℂ).im) := by
    intro x
    have hu : ‖(stdAddChar (-(k * x)) : ℂ)‖ ^ 2 = 1 := by
      rw [AddChar.norm_apply, one_pow]
    rw [Complex.sq_norm, Complex.normSq_apply] at hu
    rw [Complex.sq_norm, Complex.normSq_apply, Complex.sub_re, Complex.sub_im]
    linear_combination p x * hu
  rw [Finset.sum_congr rfl fun x _ => hterm x, Finset.sum_sub_distrib,
    Finset.sum_sub_distrib, ← Finset.sum_mul, ← Finset.mul_sum, ← Finset.mul_sum, hsum,
    ← hre, ← him, Complex.sq_norm, Complex.normSq_apply]
  ring
```

From here on p is a probability distribution, with p(x) ≥ 0. If kx takes the same value for all steps of positive probability, nothing cancels in the mean and |p̂(k)| = 1. Conversely, if |p̂(k)| ≥ 1, the variance is at most zero. Being a sum of nonnegative terms, it vanishes term by term, and every allowed step has the phase p̂(k). Since e takes different values at different elements of the ring (`injective_stdAddChar`), equal phases mean equal kx.

So |p̂(k)| < 1 exactly when two allowed steps x and y have kx ≠ ky modulo N. Whether the walk mixes therefore depends only on which steps are possible. How fast it mixes depends on their probabilities too.

```lean
/-- For a probability distribution of steps, mode `k` has modulus below one exactly when
two steps `x`, `y` of positive probability have `k x ≠ k y` on the ring. -/
theorem norm_mode_lt_one_iff {p : ZMod N → ℝ} (h0 : ∀ x, 0 ≤ p x) (hsum : ∑ x, p x = 1)
    (k : ZMod N) : ‖mode p k‖ < 1 ↔ ∃ x y, 0 < p x ∧ 0 < p y ∧ k * x ≠ k * y := by
  constructor
  · intro hlt
    by_contra hno
    obtain ⟨a, ha⟩ : ∃ a, 0 < p a := by
      by_contra hnone
      have hz : ∑ x, p x = 0 := Finset.sum_eq_zero fun x _ =>
        le_antisymm (not_lt.1 fun hx => hnone ⟨x, hx⟩) (h0 x)
      linarith
    -- all allowed steps carry the same phase, so nothing cancels
    have hm : mode p k = stdAddChar (-(k * a)) := by
      have hc : mode p k = ∑ x, (p x : ℂ) * stdAddChar (-(k * a)) := by
        refine Finset.sum_congr rfl fun x _ => ?_
        rcases (h0 x).eq_or_lt with hx | hx
        · simp [← hx]
        · have hxa : k * x = k * a := by
            by_contra hne
            exact hno ⟨x, a, hx, ha, hne⟩
          rw [hxa]
      rw [hc, ← Finset.sum_mul, ← Complex.ofReal_sum, hsum, Complex.ofReal_one, one_mul]
    rw [hm, AddChar.norm_apply] at hlt
    exact lt_irrefl _ hlt
  · rintro ⟨x, y, hx, hy, hxy⟩
    by_contra hge
    have hnn : ∀ z ∈ Finset.univ, 0 ≤ p z * ‖stdAddChar (-(k * z)) - mode p k‖ ^ 2 :=
      fun z _ => mul_nonneg (h0 z) (sq_nonneg _)
    have hv := one_sub_norm_mode_sq hsum k
    have hz : ∑ z, p z * ‖stdAddChar (-(k * z)) - mode p k‖ ^ 2 = 0 :=
      le_antisymm (by nlinarith [not_lt.1 hge]) (Finset.sum_nonneg hnn)
    -- zero variance forces equal phases
    have hphase : ∀ z, 0 < p z → stdAddChar (-(k * z)) = mode p k := by
      intro z hpz
      have h1 := (Finset.sum_eq_zero_iff_of_nonneg hnn).1 hz z (Finset.mem_univ z)
      have h2 := (mul_eq_zero.1 h1).resolve_left hpz.ne'
      exact sub_eq_zero.1 (norm_eq_zero.1 (pow_eq_zero_iff two_ne_zero |>.1 h2))
    exact hxy (neg_injective
      (injective_stdAddChar ((hphase x hx).trans (hphase y hy).symm)))
```

## Nearest-neighbour hops and the parity of the ring

The unbiased walk hops by +1 or −1 with probability ½ each. On rings of one or two sites the two hops are the same element, and the definition adds their probabilities.

```lean
/-- Step probabilities of the unbiased nearest-neighbour walk: one half for each of the
hops `+1` and `-1`, added up if the two hops coincide. -/
def hop (x : ZMod N) : ℝ :=
  (if x = 1 then 1 / 2 else 0) + (if x = -1 then 1 / 2 else 0)
```

For N = 2m, take k = m. Then m·(+1) = m and m·(−1) = −m = m, since 2m = 0 on the ring. This staggered mode does not tell the two hops apart, so its modulus stays at one. Physically, the walker is on even sites at even times and on odd sites at odd times.

For N = 2m + 1, suppose k·(+1) = k·(−1), that is, 2k = 0. Then

    k = k(2m + 1) − m·2k = 0,

so every nonzero mode separates the two hops. The final `linear_combination` is this line of algebra.

If all walkers in a simulation start at the same site of an even ring, at least half of the sites are therefore empty at every tick, however long it runs.

```lean
/-- The unbiased nearest-neighbour walk on a ring mixes exactly when the number of sites
is odd. -/
theorem hop_mixes_iff_odd : Mixes (hop : ZMod N → ℝ) ↔ Odd N := by
  have h0 : ∀ x : ZMod N, 0 ≤ hop x := fun x => by
    unfold hop
    positivity
  have hsum : ∑ x : ZMod N, hop x = 1 := by
    norm_num [hop, Finset.sum_add_distrib]
  rw [mixes_iff_norm_mode_lt_one hsum]
  simp only [norm_mode_lt_one_iff h0 hsum]
  constructor
  · intro h
    by_contra hodd
    obtain ⟨m, hm⟩ := Nat.not_odd_iff_even.1 hodd
    have hpos : 0 < N := Nat.pos_of_ne_zero (NeZero.ne N)
    have hmm : (m : ZMod N) + m = 0 := by
      rw [← Nat.cast_add, ← hm]
      exact ZMod.natCast_self N
    have hk : (m : ZMod N) ≠ 0 := fun hz => by
      have hle := Nat.le_of_dvd (by omega) ((CharP.cast_eq_zero_iff (ZMod N) N m).1 hz)
      omega
    -- the staggered mode does not distinguish the two hops
    have hs : ∀ x : ZMod N, 0 < hop x → (m : ZMod N) * x = m := by
      intro x hx
      by_cases h1 : x = 1
      · rw [h1, mul_one]
      · by_cases h2 : x = -1
        · rw [h2]
          linear_combination -hmm
        · simp [hop, h1, h2] at hx
    obtain ⟨x, y, hx, hy, hxy⟩ := h m hk
    exact hxy ((hs x hx).trans (hs y hy).symm)
  · rintro ⟨m, hm⟩ k hk
    have hN : (2 * (m : ZMod N) + 1) = 0 := by
      have h : ((2 * m + 1 : ℕ) : ZMod N) = 0 := by
        rw [← hm]
        exact ZMod.natCast_self N
      push_cast at h
      exact h
    refine ⟨1, -1, ?_, ?_, fun h => hk ?_⟩
    · unfold hop
      rw [if_pos (rfl : (1 : ZMod N) = 1)]
      split_ifs <;> norm_num
    · unfold hop
      rw [if_pos (rfl : (-1 : ZMod N) = -1)]
      split_ifs <;> norm_num
    · linear_combination k * hN - (m : ZMod N) * h

end

end RingWalkMixing
```

```lean
#print axioms RingWalkMixing.mixes_iff_norm_mode_lt_one
#print axioms RingWalkMixing.hop_mixes_iff_odd
```

```
'RingWalkMixing.mixes_iff_norm_mode_lt_one' depends on axioms: [propext, Classical.choice, Quot.sound]
'RingWalkMixing.hop_mixes_iff_odd' depends on axioms: [propext, Classical.choice, Quot.sound]
```
